# The Coulomb kernel of a wire grows as log(1/x) at small x

For a wavenumber $q>0$ and a wire radius $a>0$, let $x=qa$ and

$$K(x)=\int_0^\infty e^{-x\cosh t}\,dt,\qquad S(q)=A\,q^2K(qa).$$

$K$ is the modified Bessel function $K_0$, and $2K(qa)$ is the Fourier transform, along the wire, of the softened Coulomb interaction $1/\sqrt{z^2+a^2}$. In Lean the two functions are `wireKernel x` and `wireShift A a q`, with all arguments real. The logarithm is natural, and $q$ and $a$ are numbers in fixed reciprocal units. The notation `𝓝[>] 0` means approach to zero through positive values.

$S$ models the shift of a squared phonon frequency by the long-range field of a polar wire. The constant $A$ stands for the mode's effective charges, masses and Coulomb prefactor. The form of $S$ is postulated, not derived from a response calculation, and $A$ and $a$ do not depend on $q$.

```lean
import Mathlib

open Filter Topology Set MeasureTheory

namespace WireCoulombKernel

noncomputable section

/-- The Coulomb kernel of a wire at reduced wavenumber `x = q a`, for `x > 0`. -/
def wireKernel (x : ℝ) : ℝ := ∫ t in Ioi (0 : ℝ), Real.exp (-x * Real.cosh t)

/-- The shift `A q² K(q a)` at wavenumber `q > 0` for a wire of radius `a > 0`,
with amplitude `A`. -/
def wireShift (A a q : ℝ) : ℝ := A * q ^ 2 * wireKernel (q * a)
```

## Positive x makes the integral finite

Physically, $x>0$ means a nonzero wavenumber and a wire of nonzero thickness. Since $\cosh t\ge e^t/2\ge t/2$, the integrand is at most $e^{-xt/2}$, which is integrable on $(0,\infty)$ exactly because $x>0$. The proof makes the same comparison through `Integrable.mono'`. For $x\le 0$ the integrand is at least 1 everywhere and the integral diverges.

```lean
/-- The integrand of the wire kernel is integrable for every positive `x`. -/
theorem wireKernel_integrable {x : ℝ} (hx : 0 < x) :
    IntegrableOn (fun t => Real.exp (-x * Real.cosh t)) (Ioi 0) := by
  have hc : Continuous fun t => Real.exp (-x * Real.cosh t) :=
    Real.continuous_exp.comp (continuous_const.mul Real.continuous_cosh)
  refine Integrable.mono' (exp_neg_integrableOn_Ioi 0 (half_pos hx))
    hc.aestronglyMeasurable (Eventually.of_forall fun t => ?_)
  rw [Real.norm_eq_abs, abs_of_pos (Real.exp_pos _)]
  apply Real.exp_le_exp.2
  -- the hyperbolic cosine grows at least linearly
  have h : t / 2 ≤ Real.cosh t := by
    rw [Real.cosh_eq]
    linarith [Real.add_one_le_exp t, Real.exp_pos (-t)]
  nlinarith [mul_le_mul_of_nonneg_left h hx.le]
```

Integrability allows the integral to be split at any $T\ge0$.

```lean
/-- For `x > 0` the wire kernel is the sum of its parts below and above a cutoff `T ≥ 0`. -/
theorem wireKernel_split {x T : ℝ} (hx : 0 < x) (hT : 0 ≤ T) :
    wireKernel x = (∫ t in (0 : ℝ)..T, Real.exp (-x * Real.cosh t)) +
      ∫ t in Ioi T, Real.exp (-x * Real.cosh t) := by
  have hi := wireKernel_integrable hx
  have hd : Disjoint (Ioc 0 T) (Ioi T) :=
    Set.disjoint_left.2 fun t h1 h2 => absurd h1.2 (not_le_of_gt h2)
  rw [wireKernel, ← Ioc_union_Ioi_eq_Ioi hT,
    setIntegral_union hd measurableSet_Ioi (hi.mono_set fun t h => h.1)
      (hi.mono_set (Ioi_subset_Ioi hT)), intervalIntegral.integral_of_le hT]
```

## The bound x ≤ 1 puts the cutoff at T ≥ 0

The condition $qa\le1$ says that the reduced wavelength $1/q$ is at least the wire radius. Set $T=\log(1/x)$, so that $xe^T=1$; then $x\le1$ gives $T\ge0$, as the split requires.

Below $T$, the inequality $e^u\ge1+u$ gives $1-x\cosh t\le e^{-x\cosh t}\le1$. Integrating,

$$T-x\sinh T\le\int_0^T e^{-x\cosh t}\,dt\le T,\qquad x\sinh T=\frac{1-xe^{-T}}{2}\le\frac12 .$$

Above $T$, $x\cosh t\ge xe^t/2=e^{t-T}/2\ge(t-T)/2$, so

$$0\le\int_T^\infty e^{-x\cosh t}\,dt\le\int_T^\infty e^{-(t-T)/2}\,dt=2 .$$

Adding the parts gives $T-\tfrac12\le K(x)\le T+2$, hence $|K(x)-\log(1/x)|\le2$.

In the proof, `hlow` and `hup` are the bounds below the cutoff, and `htail0` and `htail` those above it. For `hlow`, the integral of the smaller function $1-x\cosh t$ is evaluated from its antiderivative $t-x\sinh t$.

Without $x\le1$ the bound can fail: at $x=e^3$ the logarithm is $-3$ while $K(x)>0$, so the difference exceeds 3.

```lean
/-- For `0 < x ≤ 1` the wire kernel differs from `log (1/x)` by at most 2. -/
theorem wireKernel_log_bound {x : ℝ} (hx : 0 < x) (hx1 : x ≤ 1) :
    |wireKernel x - Real.log (1 / x)| ≤ 2 := by
  obtain ⟨T, hTdef⟩ : ∃ T, T = Real.log (1 / x) := ⟨_, rfl⟩
  have hT : 0 ≤ T := by
    rw [hTdef, one_div, Real.log_inv]
    linarith [Real.log_nonpos hx.le hx1]
  have hxT : x * Real.exp T = 1 := by
    rw [hTdef, Real.exp_log (one_div_pos.2 hx)]
    exact mul_one_div_cancel hx.ne'
  have hc : Continuous fun t => Real.exp (-x * Real.cosh t) :=
    Real.continuous_exp.comp (continuous_const.mul Real.continuous_cosh)
  have hg : Continuous fun t => 1 - x * Real.cosh t :=
    continuous_const.sub (continuous_const.mul Real.continuous_cosh)
  -- below the cutoff the integral lies between `T - 1/2` and `T`
  have hlow : T - 1 / 2 ≤ ∫ t in (0 : ℝ)..T, Real.exp (-x * Real.cosh t) := by
    have h1 : (∫ t in (0 : ℝ)..T, (1 - x * Real.cosh t)) ≤
        ∫ t in (0 : ℝ)..T, Real.exp (-x * Real.cosh t) :=
      intervalIntegral.integral_mono_on hT (hg.intervalIntegrable _ _)
        (hc.intervalIntegrable _ _)
        (fun t _ => by linarith [Real.add_one_le_exp (-x * Real.cosh t)])
    have h2 : (∫ t in (0 : ℝ)..T, (1 - x * Real.cosh t)) =
        (T - x * Real.sinh T) - (0 - x * Real.sinh 0) :=
      intervalIntegral.integral_eq_sub_of_hasDerivAt
        (f := fun t => t - x * Real.sinh t)
        (fun t _ => (hasDerivAt_id' t).fun_sub ((Real.hasDerivAt_sinh t).const_mul x))
        (hg.intervalIntegrable _ _)
    have h3 : x * Real.sinh T ≤ 1 / 2 := by
      rw [Real.sinh_eq]
      linarith [mul_pos hx (Real.exp_pos (-T))]
    rw [Real.sinh_zero] at h2
    linarith
  have hup : (∫ t in (0 : ℝ)..T, Real.exp (-x * Real.cosh t)) ≤ T := by
    have h1 : (∫ t in (0 : ℝ)..T, Real.exp (-x * Real.cosh t)) ≤
        ∫ _t in (0 : ℝ)..T, (1 : ℝ) :=
      intervalIntegral.integral_mono_on hT (hc.intervalIntegrable _ _)
        (continuous_const.intervalIntegrable _ _)
        (fun t _ => Real.exp_le_one_iff.2 (by linarith [mul_pos hx (Real.cosh_pos t)]))
    simpa using h1
  -- above the cutoff the integrand is dominated by a decaying exponential
  have htail0 : 0 ≤ ∫ t in Ioi T, Real.exp (-x * Real.cosh t) :=
    setIntegral_nonneg measurableSet_Ioi fun t _ => (Real.exp_pos _).le
  have htail : (∫ t in Ioi T, Real.exp (-x * Real.cosh t)) ≤ 2 := by
    have hdom : ∀ t ∈ Ioi T, Real.exp (-x * Real.cosh t) ≤
        Real.exp (T / 2) * Real.exp (-(1 / 2) * t) := by
      intro t _
      rw [← Real.exp_add]
      apply Real.exp_le_exp.2
      have h1 : x * Real.exp t = Real.exp (t - T) := by
        have h2 : Real.exp t = Real.exp T * Real.exp (t - T) := by
          rw [← Real.exp_add, add_sub_cancel]
        rw [h2, ← mul_assoc, hxT, one_mul]
      rw [Real.cosh_eq]
      linarith [Real.add_one_le_exp (t - T), mul_pos hx (Real.exp_pos (-t))]
    have h1 := setIntegral_mono_on
      ((wireKernel_integrable hx).mono_set (Ioi_subset_Ioi hT))
      ((exp_neg_integrableOn_Ioi T (by norm_num : (0 : ℝ) < 1 / 2)).const_mul
        (Real.exp (T / 2))) measurableSet_Ioi hdom
    rw [integral_const_mul,
      integral_exp_mul_Ioi (by norm_num : (-(1 / 2) : ℝ) < 0) T] at h1
    have h2 : Real.exp (T / 2) * Real.exp (-(1 / 2) * T) = 1 := by
      rw [← Real.exp_add, show T / 2 + -(1 / 2) * T = 0 by ring, Real.exp_zero]
    linarith
  rw [← hTdef, wireKernel_split hx hT, abs_le]
  constructor <;> linarith
```

## A positive radius shifts the logarithm by a constant

The radius keeps the interaction $1/\sqrt{z^2+a^2}$ finite at $z=0$. With $a>0$, $\log(1/(qa))=\log(1/q)-\log a$, so for $0<q\le1/a$

$$|K(qa)-\log(1/q)|\le2+|\log a| .$$

Write $L=\log(1/q)$, which tends to $+\infty$ as $q$ decreases to zero. Once $L>0$, dividing by it gives

$$\left|\frac{K(qa)}{L}-1\right|\le\frac{2+|\log a|}{L}\to0 .$$

The proof uses `ha` to expand the logarithm and to obtain the range $q<1/a$. There `filter_upwards` also supplies $L>0$, and `squeeze_zero'` takes the limit. At $a=0$ the integrand would be 1 for every $q$, and the kernel would be infinite.

```lean
/-- The logarithm `log (1/q)` diverges as `q` decreases to zero. -/
theorem log_one_div_tendsto :
    Tendsto (fun q : ℝ => Real.log (1 / q)) (𝓝[>] 0) atTop :=
  (Real.tendsto_log_atTop.comp tendsto_inv_nhdsGT_zero).congr fun q => by
    simp [Function.comp]

/-- For `q > 0`, `a > 0` and `q a ≤ 1` the kernel `K(q a)` differs from `log (1/q)` by at most the
constant `2 + |log a|`. -/
theorem wireKernel_radius_bound {a q : ℝ} (ha : 0 < a) (hq : 0 < q) (h : q * a ≤ 1) :
    |wireKernel (q * a) - Real.log (1 / q)| ≤ 2 + |Real.log a| := by
  have h1 := abs_le.1 (wireKernel_log_bound (mul_pos hq ha) h)
  rw [one_div, Real.log_inv, Real.log_mul hq.ne' ha.ne'] at h1
  rw [one_div, Real.log_inv, abs_le]
  constructor <;> linarith [h1.1, h1.2, le_abs_self (Real.log a), neg_abs_le (Real.log a)]

/-- For a wire of any radius `a > 0`, the ratio of `K(q a)` to `log (1/q)` tends to one
as `q` decreases to zero. -/
theorem wireKernel_radius_ratio {a : ℝ} (ha : 0 < a) :
    Tendsto (fun q => wireKernel (q * a) / Real.log (1 / q)) (𝓝[>] 0) (𝓝 1) := by
  have h0 : Tendsto (fun q : ℝ => (2 + |Real.log a|) / Real.log (1 / q))
      (𝓝[>] 0) (𝓝 0) := tendsto_const_nhds.div_atTop log_one_div_tendsto
  rw [tendsto_iff_norm_sub_tendsto_zero]
  refine squeeze_zero' (Eventually.of_forall fun q => norm_nonneg _) ?_ h0
  filter_upwards [Ioo_mem_nhdsGT (one_div_pos.2 ha),
    log_one_div_tendsto.eventually_gt_atTop 0] with q hq hL
  -- a bounded error is negligible against the logarithm
  have hb := wireKernel_radius_bound ha hq.1 ((lt_div_iff₀ ha).1 hq.2).le
  rw [div_sub_one hL.ne', Real.norm_eq_abs, abs_div, abs_of_pos hL]
  exact div_le_div_of_nonneg_right hb hL.le
```

Setting $a=1$ gives the statement for $K(x)$ itself.

```lean
/-- The ratio of the wire kernel `K(x)` to `log (1/x)` tends to one as `x` decreases
to zero. -/
theorem wireKernel_ratio :
    Tendsto (fun x => wireKernel x / Real.log (1 / x)) (𝓝[>] 0) (𝓝 1) := by
  simpa only [mul_one] using wireKernel_radius_ratio one_pos
```

## The amplitude is nonzero for the ratio and positive for the growth

A nonzero $A$ means that the mode couples to the long-range field. For $q>0$ the factor $Aq^2$ then cancels:

$$\frac{S(q)}{Aq^2\log(1/q)}=\frac{K(qa)}{\log(1/q)}\to1 .$$

In the proof, `hA` is what permits this cancellation in `mul_div_mul_left`. If $A=0$, the quotient is $0/0$, which Lean evaluates as 0, so the limit is not 1.

```lean
/-- A shift `A q² K(q a)` with `A ≠ 0` and `a > 0` is asymptotic to `A q² log (1/q)` as `q`
decreases to zero. -/
theorem wireShift_asymptotic {A a : ℝ} (hA : A ≠ 0) (ha : 0 < a) :
    Tendsto (fun q => wireShift A a q / (A * q ^ 2 * Real.log (1 / q)))
      (𝓝[>] 0) (𝓝 1) := by
  refine (wireKernel_radius_ratio ha).congr' ?_
  filter_upwards [self_mem_nhdsWithin] with q hq
  have hq0 : q ≠ 0 := ne_of_gt hq
  rw [wireShift, mul_div_mul_left _ _ (mul_ne_zero hA (pow_ne_zero 2 hq0))]
```

A positive $A$ means that the field raises the squared frequency. Multiplying the lower bound on $K$ by $A$ preserves its direction:

$$\frac{S(q)}{q^2}=A\,K(qa)\ge A\bigl(\log(1/q)-2-|\log a|\bigr)\to+\infty .$$

The proof transfers this divergence with `tendsto_atTop_mono'`. For $A<0$ the quotient tends to $-\infty$ instead, and for $A=0$ it is zero throughout.

This matters when phonons from density functional perturbation theory are Fourier-interpolated. For a single mode, force constants of finite range give a squared frequency that is analytic in $q$, so they cannot reproduce the term $q^2\log(1/q)$ of this model. The usual remedy is to treat the long-range part separately.

```lean
/-- For positive amplitude and radius the shift divided by `q²` tends to `+∞` as `q` decreases to
zero. -/
theorem wireShift_div_sq_diverges {A a : ℝ} (hA : 0 < A) (ha : 0 < a) :
    Tendsto (fun q => wireShift A a q / q ^ 2) (𝓝[>] 0) atTop := by
  refine tendsto_atTop_mono' _ ?_ ((tendsto_atTop_add_const_right _
    (-(2 + |Real.log a|)) log_one_div_tendsto).const_mul_atTop hA)
  filter_upwards [Ioo_mem_nhdsGT (one_div_pos.2 ha)] with q hq
  have hb := (abs_le.1 (wireKernel_radius_bound ha hq.1 ((lt_div_iff₀ ha).1 hq.2).le)).1
  have hq0 : q ^ 2 ≠ 0 := pow_ne_zero 2 hq.1.ne'
  have he : wireShift A a q / q ^ 2 = A * wireKernel (q * a) := by
    rw [wireShift, div_eq_iff hq0]
    ring
  rw [he]
  exact mul_le_mul_of_nonneg_left (by linarith) hA.le

end

end WireCoulombKernel
```

```lean
#print axioms WireCoulombKernel.wireKernel_log_bound
#print axioms WireCoulombKernel.wireKernel_ratio
#print axioms WireCoulombKernel.wireShift_asymptotic
#print axioms WireCoulombKernel.wireShift_div_sq_diverges
```

```
'WireCoulombKernel.wireKernel_log_bound' depends on axioms: [propext, Classical.choice, Quot.sound]
'WireCoulombKernel.wireKernel_ratio' depends on axioms: [propext, Classical.choice, Quot.sound]
'WireCoulombKernel.wireShift_asymptotic' depends on axioms: [propext, Classical.choice, Quot.sound]
'WireCoulombKernel.wireShift_div_sq_diverges' depends on axioms: [propext, Classical.choice, Quot.sound]
```
